# A Lanczos chain of k vectors reproduces the action of matrix powers up to k − 1 on its starting vector exactly

The declaration `krylov` concerns a finite square matrix A over any field, for instance a Hamiltonian in a finite basis, and k = p + 1 vectors, the columns of V, that obey the Lanczos recursion A V = V T + r eₖᵀ with residual r. If T has no entries below its first subdiagonal, then Aᵐ v₁ = V Tᵐ e₁ for every m ≤ k − 1, where v₁ is the first column of V and e₁ the first unit vector. The columns need be neither normalised nor orthogonal, and T need not be symmetric. The proof goes by induction on m: one application of T reaches at most one site further along the chain, so before step k − 1 the last component of Tᵐ e₁ is zero and the residual does not enter.

The first attempt, which Lean rejects:

```lean
import Mathlib

open Matrix

namespace TwoSidedLanczos

noncomputable section

variable {K n : Type*} [Field K] {p : ℕ}

/-- The first column of a matrix, for instance the starting vector of a Lanczos basis. -/
def firstCol (M : Matrix n (Fin (p + 1)) K) : n → K := fun i => M i 0

variable [Fintype n]

/-- The Lanczos recursion `A V = V T + r eₖᵀ` with `k = p + 1` basis vectors
and residual vector `r`. -/
def Recursion (A : Matrix n n K) (V : Matrix n (Fin (p + 1)) K)
    (T : Matrix (Fin (p + 1)) (Fin (p + 1)) K) (r : n → K) : Prop :=
  A * V = V * T + vecMulVec r (Pi.single (Fin.last p) 1)

variable {A : Matrix n n K} {V W : Matrix n (Fin (p + 1)) K}
  {T : Matrix (Fin (p + 1)) (Fin (p + 1)) K} {r s : n → K}

omit [Fintype n] in
/-- The first unit vector of the Lanczos space represents the starting vector. -/
theorem mulVec_firstCol_one (V : Matrix n (Fin (p + 1)) K) :
    V *ᵥ firstCol (1 : Matrix (Fin (p + 1)) (Fin (p + 1)) K) = firstCol V := by
  ext i
  exact congrFun (congrFun (Matrix.mul_one V) i) 0

/-- On a vector `V y` of the Lanczos space, `A` acts as `T` acts on `y`, plus the last
component of `y` times the residual. -/
theorem recursion_mulVec (h : Recursion A V T r) (y : Fin (p + 1) → K) :
    A *ᵥ (V *ᵥ y) = V *ᵥ (T *ᵥ y) + y (Fin.last p) • r := by
  unfold Recursion at h
  rw [mulVec_mulVec, h, add_mulVec, ← mulVec_mulVec]
  congr 1
  ext i
  simp [mulVec, dotProduct, vecMulVec_apply, Pi.single_apply, mul_comm]

variable [DecidableEq n]

/-- The Krylov vectors `A^m v₁` with `m ≤ k - 1` are represented exactly by the
powers of `T`. -/
theorem krylov (h : Recursion A V T r)
    (hT : ∀ i j : Fin (p + 1), (j : ℕ) + 1 < i → T i j = 0) (m : ℕ) (hm : m ≤ p) :
    A ^ m *ᵥ firstCol V = V *ᵥ firstCol (T ^ m) := by
  -- m hops along the chain reach at most site m
  have reach : ∀ (m : ℕ) (i : Fin (p + 1)), m < (i : ℕ) → (T ^ m) i 0 = 0 := by
    intro m
    induction m with
    | zero =>
      intro i hi
      have hne : i ≠ 0 := by
        rintro rfl
        simp at hi
      rw [pow_zero, Matrix.one_apply_ne hne]
    | succ m ih =>
      intro i hi
      rw [pow_succ', Matrix.mul_apply]
      apply Finset.sum_eq_zero
      intro j _
      by_cases hj : m < (j : ℕ)
      · rw [ih j hj, mul_zero]
      · rw [hT i j (by omega), zero_mul]
  induction m with
  | zero =>
    rw [pow_zero, pow_zero, Matrix.one_mulVec]
    change firstCol V = firstCol (V * 1)
    rw [Matrix.mul_one]
  | succ m ih =>
    have h0 : firstCol (T ^ m) (Fin.last p) = 0 :=
      reach m (Fin.last p) (by rw [Fin.val_last]; omega)
    rw [pow_succ', ← Matrix.mulVec_mulVec, ih (by omega), recursion_mulVec h, h0,
      zero_smul, add_zero, pow_succ']
    rfl

end

end TwoSidedLanczos
```

Messages:

```
Main.lean:70:34: error(lean.synthInstanceFailed): failed to synthesize instance of type class
  HMul (Matrix n (Fin (p + 1)) K) ℕ (Matrix n (Fin (?m.234 + 1)) K)

Hint: Type class instance resolution failures can be inspected with the `set_option trace.Meta.synthInstance true` command.
Main.lean:70:4: error: 'change' tactic failed, pattern
  firstCol V = firstCol (V * 1)
is not definitionally equal to target
  firstCol V = V *ᵥ firstCol 1
```

What went wrong. Both errors come from the `change` line in the case m = 0. Matrix multiplication in Mathlib allows factors of different shapes, so `V` alone does not fix the type of the `1` in `V * 1`. Lean took it as a natural number, as the `ℕ` in the first message shows, and found no product of a matrix with a natural number. The second message follows from the first: with this ill-formed product, the stated equation could not be matched with the goal `firstCol V = V *ᵥ firstCol 1`. With `1` as the identity matrix, the two would agree by definition.

The repair drops the `change` and rewrites with `mulVec_firstCol_one`, proved earlier in the file, which says that `V *ᵥ firstCol 1` is `firstCol V` and in which the `1` is explicitly typed as a matrix. Both sides are then the same, and `rw` closes the goal. Shortening `Matrix.one_mulVec` and `Matrix.mulVec_mulVec` is mere tidying, since the namespace `Matrix` is open.

This version goes through:

```diff
@@ -66,12 +66,9 @@
       · rw [hT i j (by omega), zero_mul]
   induction m with
-  | zero =>
-    rw [pow_zero, pow_zero, Matrix.one_mulVec]
-    change firstCol V = firstCol (V * 1)
-    rw [Matrix.mul_one]
+  | zero => rw [pow_zero, pow_zero, one_mulVec, mulVec_firstCol_one]
   | succ m ih =>
     have h0 : firstCol (T ^ m) (Fin.last p) = 0 :=
       reach m (Fin.last p) (by rw [Fin.val_last]; omega)
-    rw [pow_succ', ← Matrix.mulVec_mulVec, ih (by omega), recursion_mulVec h, h0,
+    rw [pow_succ', ← mulVec_mulVec, ih (by omega), recursion_mulVec h, h0,
       zero_smul, add_zero, pow_succ']
     rfl
```
